# Spin density separates the M_S = 1 and M_S = 0 components of a two-orbital triplet; density and on-top pair density do not

A density-based basis-set correction passes local quantities from a wave function to a correlation functional, so one must decide which quantities to pass. For a triplet, that decision determines whether the functional can tell which \(M_S\) component was computed. For two electrons in two orthonormal real orbitals \(f,g\) on finitely many sites, the density and the on-top pair density are the same for \(M_S=1\) and \(M_S=0\). The spin polarisation, meaning spin density divided by density, is 1 for the first and 0 for the second wherever the density is nonzero. A correction built on the first two quantities alone therefore treats these degenerate components equally, while one that also reads the spin polarisation receives different input.

The result rests on four conditions: orthonormal orbitals, a normalised spin function, a symmetric spin function and a spin-free operator. The comments below on what fails when a condition is relaxed are short algebra with no theorem behind them.

## Amplitudes and densities on finitely many sites

The finite type `X` is the set of sites, a discretised space.

In Lean 4 with Mathlib:

```lean
import Mathlib

open Finset

namespace TripletOnTopDensity

noncomputable section

variable {X : Type*} [Fintype X]
```

The orbitals are real functions on the sites, and `OrthonormalPair` collects the three conditions \(\sum_x f^2=\sum_x g^2=1\) and \(\sum_x fg=0\).

```lean
/-- Two real orbitals on finitely many sites are orthonormal. -/
structure OrthonormalPair (f g : X → ℝ) : Prop where
  norm_f : ∑ x, f x ^ 2 = 1
  norm_g : ∑ x, g x ^ 2 = 1
  orth : ∑ x, f x * g x = 0
```

With exchange sign \(s\), the spatial part of the state is

\[
A_s(x,y)=\frac{f(x)g(y)+s\,g(x)f(y)}{\sqrt2}.
\]

```lean
/-- The spatial pair function `(f(x) g(y) + s g(x) f(y)) / √2`, with exchange sign `s`. -/
def pairOrbital (s : ℝ) (f g : X → ℝ) (x y : X) : ℝ :=
  (f x * g y + s * (g x * f y)) / Real.sqrt 2
```

The full amplitude is \(\Psi(x\sigma,y\tau)=A(x,y)\,\chi_{\sigma\tau}\), where \(\chi\) is a complex two-spin function. Spins are Booleans, with `true` for up.

```lean
/-- The two-electron amplitude with spatial part `A` and spin part `χ`; `true` is spin up. -/
def withSpin (A : X → X → ℝ) (χ : Bool → Bool → ℂ) : X → Bool → X → Bool → ℂ :=
  fun x σ y τ => (A x y : ℂ) * χ σ τ
```

The density of spin \(\sigma\) is \(n_\sigma(x)=2\sum_{y,\tau}|\Psi(x\sigma,y\tau)|^2\). The factor 2 counts both electrons and presumes an antisymmetric amplitude.

```lean
/-- The density of electrons with spin `σ` at site `x` in a two-electron state. -/
def sigmaDensity (Ψ : X → Bool → X → Bool → ℂ) (σ : Bool) (x : X) : ℝ :=
  2 * ∑ y, ∑ τ, ‖Ψ x σ y τ‖ ^ 2
```

The total density is \(n=n_\uparrow+n_\downarrow\), and the spin density is \(m=n_\uparrow-n_\downarrow\) along the quantisation axis.

```lean
/-- The total density, spin up plus spin down. -/
def density (Ψ : X → Bool → X → Bool → ℂ) (x : X) : ℝ :=
  sigmaDensity Ψ true x + sigmaDensity Ψ false x

/-- The spin density, spin up minus spin down. -/
def spinDensity (Ψ : X → Bool → X → Bool → ℂ) (x : X) : ℝ :=
  sigmaDensity Ψ true x - sigmaDensity Ψ false x
```

The on-top pair density is \(2\sum_{\sigma\tau}|\Psi(x\sigma,x\tau)|^2\), so the pair density is normalised to 2, the number of ordered electron pairs.

```lean
/-- The on-top pair density: the pair density with both electrons at site `x`. -/
def onTop (Ψ : X → Bool → X → Bool → ℂ) (x : X) : ℝ :=
  2 * ∑ σ, ∑ τ, ‖Ψ x σ x τ‖ ^ 2
```

An operator is given by a kernel \(h(x,y;x',y')\) without spin indices. The kernel is arbitrary and need not be Hermitian.

```lean
/-- The expectation value of a spin-free two-electron operator with kernel `h`. -/
def energy (h : X → X → X → X → ℂ) (Ψ : X → Bool → X → Bool → ℂ) : ℂ :=
  ∑ x, ∑ y, ∑ x', ∑ y', ∑ σ, ∑ τ,
    starRingEnd ℂ (Ψ x σ y τ) * h x y x' y' * Ψ x' σ y' τ
```

Three spin functions are needed: \(\uparrow\uparrow\), \((\uparrow\downarrow+\downarrow\uparrow)/\sqrt2\) and \((\uparrow\downarrow-\downarrow\uparrow)/\sqrt2\).

```lean
/-- The amplitude `1/√2`. -/
def invSqrtTwo : ℂ := (((Real.sqrt 2)⁻¹ : ℝ) : ℂ)

/-- The triplet spin function with `M_S = 1`: both spins up. -/
def tripletOne : Bool → Bool → ℂ
  | true, true => 1
  | true, false => 0
  | false, true => 0
  | false, false => 0

/-- The triplet spin function with `M_S = 0`: `(↑↓ + ↓↑)/√2`. -/
def tripletZero : Bool → Bool → ℂ
  | true, true => 0
  | true, false => invSqrtTwo
  | false, true => invSqrtTwo
  | false, false => 0

/-- The singlet spin function `(↑↓ - ↓↑)/√2`. -/
def singlet : Bool → Bool → ℂ
  | true, true => 0
  | true, false => invSqrtTwo
  | false, true => -invSqrtTwo
  | false, false => 0
```

## Normalised spin functions

The condition \(\sum_{\sigma\tau}|\chi_{\sigma\tau}|^2=1\) says that the two spins are found in some configuration with total probability one. It is used when the two spin densities are added, when spin is summed out of an expectation value, and in the singlet's on-top pair density. The theorems about a general \(\chi\) take it as the hypothesis `hχ`. If the sum were \(N\) instead, the density and the spin-free expectation values as defined above, which are not divided by the squared norm of the state, would be multiplied by \(N\), and two components with different \(N\) would be assigned different densities.

For the three functions above the condition is a finite sum, using \(|1/\sqrt2|^2=1/2\).

```lean
/-- The two triplet spin functions and the singlet spin function are normalised. -/
theorem spin_functions_normalised :
    (∑ σ, ∑ τ, ‖tripletOne σ τ‖ ^ 2 = 1) ∧ (∑ σ, ∑ τ, ‖tripletZero σ τ‖ ^ 2 = 1) ∧
      (∑ σ, ∑ τ, ‖singlet σ τ‖ ^ 2 = 1) := by
  have hc : ‖invSqrtTwo‖ ^ 2 = 1 / 2 := by
    unfold invSqrtTwo
    rw [Complex.norm_real, Real.norm_eq_abs, sq_abs, inv_pow, Real.sq_sqrt (by norm_num)]
    norm_num
  refine ⟨?_, ?_, ?_⟩
  · norm_num [tripletOne, Fintype.sum_bool]
  · norm_num [tripletZero, Fintype.sum_bool, hc]
  · norm_num [singlet, Fintype.sum_bool, hc]
```

## Orthonormal orbitals

Orthonormality means that the two electrons occupy two mutually orthogonal, normalised one-particle states. It is used when one electron is summed out. For \(s^2=1\),

\[
2A_s(x,y)^2=f(x)^2g(y)^2+2s\,f(x)g(x)\,f(y)g(y)+g(x)^2f(y)^2 .
\]

Summing over \(y\), the first and last terms give \(f(x)^2\) and \(g(x)^2\) by normalisation, and the middle term vanishes by orthogonality:

\[
2\sum_y A_s(x,y)^2=f(x)^2+g(x)^2 .
\]

In the proof, `h` is the expanded square, and the final rewriting inserts `norm_f`, `norm_g` and `orth` into the three sums.

```lean
/-- For orthonormal orbitals and either exchange sign, twice the sum of the squared pair function
over one electron's site is `f² + g²`. -/
theorem pairOrbital_marginal {f g : X → ℝ} (hfg : OrthonormalPair f g) {s : ℝ}
    (hs : s ^ 2 = 1) (x : X) :
    2 * ∑ y, pairOrbital s f g x y ^ 2 = f x ^ 2 + g x ^ 2 := by
  have h : ∀ y, 2 * pairOrbital s f g x y ^ 2 =
      f x ^ 2 * g y ^ 2 + 2 * s * f x * g x * (f y * g y) + g x ^ 2 * f y ^ 2 := by
    intro y
    unfold pairOrbital
    rw [div_pow, Real.sq_sqrt (by norm_num)]
    linear_combination (g x ^ 2 * f y ^ 2) * hs
  -- the cross term vanishes by orthogonality
  rw [Finset.mul_sum, Finset.sum_congr rfl (fun y _ => h y), Finset.sum_add_distrib,
    Finset.sum_add_distrib, ← Finset.mul_sum, ← Finset.mul_sum, ← Finset.mul_sum,
    hfg.norm_f, hfg.norm_g, hfg.orth]
  ring
```

With an overlap \(S=\sum_x fg\neq0\), the right-hand side gains the term \(2sS\,f(x)g(x)\), and the state has norm squared \(1+sS^2\) instead of 1. The density formula then changes, although the two triplet components still share one density because they share one spatial part.

## Spin functions symmetric under exchange

A triplet pairs an antisymmetric spatial part, \(s=-1\), with a spin function satisfying \(\chi_{\sigma\tau}=\chi_{\tau\sigma}\). To see where the symmetry matters, first factorise the spin-resolved density:

\[
n_\sigma(x)=\Big(2\sum_y A_s(x,y)^2\Big)\sum_\tau|\chi_{\sigma\tau}|^2 .
\]

```lean
/-- The spin-resolved density of a product of space and spin parts factorises. -/
theorem sigmaDensity_withSpin (A : X → X → ℝ) (χ : Bool → Bool → ℂ) (σ : Bool) (x : X) :
    sigmaDensity (withSpin A χ) σ x = (2 * ∑ y, A x y ^ 2) * ∑ τ, ‖χ σ τ‖ ^ 2 := by
  simp only [sigmaDensity, withSpin, norm_mul, Complex.norm_real, Real.norm_eq_abs, mul_pow,
    sq_abs, ← Finset.mul_sum, ← Finset.sum_mul]
  ring
```

With the marginal from the orthonormal orbitals, adding the two spins gives

\[
n=(f^2+g^2)\sum_{\sigma\tau}|\chi_{\sigma\tau}|^2=f^2+g^2 ,
\]

and subtracting them gives

\[
m=(f^2+g^2)\big(|\chi_{\uparrow\uparrow}|^2+|\chi_{\uparrow\downarrow}|^2-|\chi_{\downarrow\uparrow}|^2-|\chi_{\downarrow\downarrow}|^2\big).
\]

Symmetry cancels the two mixed terms. The on-top pair density vanishes because \(A_{-1}(x,x)=0\), whatever the spin function is.

The three parts of the next proof follow these three computations. The density uses `hχ`, the on-top density uses the vanishing diagonal `z`, and the spin density uses `hsym true false`. The theorem covers every normalised superposition of the three triplet components.

```lean
/-- For orthonormal orbitals, any normalised symmetric spin function gives a triplet state with
density `f² + g²`, zero on-top pair density, and spin density equal to `f² + g²` times the
difference between the weights of `↑↑` and `↓↓`. -/
theorem triplet_densities {f g : X → ℝ} (hfg : OrthonormalPair f g) {χ : Bool → Bool → ℂ}
    (hsym : ∀ σ τ, χ σ τ = χ τ σ) (hχ : ∑ σ, ∑ τ, ‖χ σ τ‖ ^ 2 = 1) (x : X) :
    density (withSpin (pairOrbital (-1) f g) χ) x = f x ^ 2 + g x ^ 2 ∧
    onTop (withSpin (pairOrbital (-1) f g) χ) x = 0 ∧
    spinDensity (withSpin (pairOrbital (-1) f g) χ) x =
      (f x ^ 2 + g x ^ 2) * (‖χ true true‖ ^ 2 - ‖χ false false‖ ^ 2) := by
  have m := pairOrbital_marginal hfg (s := -1) (by norm_num) x
  refine ⟨?_, ?_, ?_⟩
  · simp only [density, sigmaDensity_withSpin, m]
    simp only [Fintype.sum_bool] at hχ ⊢
    linear_combination (f x ^ 2 + g x ^ 2) * hχ
  · -- the antisymmetric spatial part vanishes at coincidence
    have z : pairOrbital (-1) f g x x = 0 := by
      unfold pairOrbital
      ring
    simp [onTop, withSpin, z]
  · simp only [spinDensity, sigmaDensity_withSpin, m, Fintype.sum_bool]
    rw [hsym true false]
    ring
```

Symmetry also makes the state fermionic: exchanging the electrons changes the sign of \(A_{-1}\) and leaves \(\chi\) alone. The norm squared is half the summed density, \((1+1)/2=1\).

```lean
/-- For orthonormal orbitals and a normalised symmetric spin function, the triplet amplitude is
antisymmetric under electron exchange and normalised. -/
theorem triplet_antisymmetric_normalised {f g : X → ℝ} (hfg : OrthonormalPair f g)
    {χ : Bool → Bool → ℂ} (hsym : ∀ σ τ, χ σ τ = χ τ σ)
    (hχ : ∑ σ, ∑ τ, ‖χ σ τ‖ ^ 2 = 1) :
    (∀ x σ y τ, withSpin (pairOrbital (-1) f g) χ y τ x σ =
      -withSpin (pairOrbital (-1) f g) χ x σ y τ) ∧
    ∑ x, ∑ σ, ∑ y, ∑ τ, ‖withSpin (pairOrbital (-1) f g) χ x σ y τ‖ ^ 2 = 1 := by
  constructor
  · intro x σ y τ
    simp only [withSpin, pairOrbital]
    rw [hsym τ σ]
    push_cast
    ring
  · have hd : ∀ x, ∑ σ, ∑ y, ∑ τ, ‖withSpin (pairOrbital (-1) f g) χ x σ y τ‖ ^ 2 =
        (f x ^ 2 + g x ^ 2) / 2 := by
      intro x
      rw [← (triplet_densities hfg hsym hχ x).1]
      simp only [density, sigmaDensity, Fintype.sum_bool]
      ring
    simp only [hd, ← Finset.sum_div, Finset.sum_add_distrib, hfg.norm_f, hfg.norm_g]
    norm_num
```

Without symmetry, the amplitude built with \(s=-1\) from orthonormal orbitals is not antisymmetric, and doubling the marginal of the first electron no longer yields a physical spin density.

## Operators that act on positions only

A kernel without spin indices represents kinetic energy, external potential and Coulomb repulsion, but neither spin–orbit coupling nor the coupling of the spins to a magnetic field (the spin Zeeman term). The spin factor then separates:

\[
\langle h\rangle=\sum_{x,y,x',y'}A(x,y)\,h(x,y;x',y')\,A(x',y')\;\sum_{\sigma\tau}|\chi_{\sigma\tau}|^2 .
\]

The last factor is 1, so the value doesn't depend on \(\chi\). The proof works term by term in the positions, replaces \(\overline{\chi}\chi\) by \(|\chi|^2\), and sums over spin.

```lean
/-- The expectation value of a spin-free operator is that of the spatial part alone, whatever
the normalised spin function. -/
theorem energy_withSpin (h : X → X → X → X → ℂ) (A : X → X → ℝ) {χ : Bool → Bool → ℂ}
    (hχ : ∑ σ, ∑ τ, ‖χ σ τ‖ ^ 2 = 1) :
    energy h (withSpin A χ) =
      ∑ x, ∑ y, ∑ x', ∑ y', (A x y : ℂ) * h x y x' y' * (A x' y' : ℂ) := by
  have hS : ∑ σ, ∑ τ, (‖χ σ τ‖ : ℂ) ^ 2 = 1 := by exact_mod_cast hχ
  unfold energy
  refine Finset.sum_congr rfl fun x _ => Finset.sum_congr rfl fun y _ =>
    Finset.sum_congr rfl fun x' _ => Finset.sum_congr rfl fun y' _ => ?_
  calc _ = ∑ σ, ∑ τ, ((A x y : ℂ) * h x y x' y' * (A x' y' : ℂ)) * (‖χ σ τ‖ : ℂ) ^ 2 := by
        refine Finset.sum_congr rfl fun σ _ => Finset.sum_congr rfl fun τ _ => ?_
        simp only [withSpin, map_mul, Complex.conj_ofReal]
        linear_combination
          ((A x y : ℂ) * h x y x' y' * (A x' y' : ℂ)) * Complex.conj_mul' (χ σ τ)
    _ = _ := by simp only [← Finset.mul_sum, hS, mul_one]
```

A magnetic field along the quantisation axis would shift \(M_S=1\) and leave \(M_S=0\) in place at first order, which removes the degeneracy.

## The two triplet components compared

The main theorem assumes only `OrthonormalPair f g`; symmetry and normalisation are verified for the two specific spin functions. The weight difference \(|\chi_{\uparrow\uparrow}|^2-|\chi_{\downarrow\downarrow}|^2\) is 1 for `tripletOne` and 0 for `tripletZero`, so the spin densities are \(f^2+g^2\) and 0. They differ as functions, since equality would force \(f^2+g^2\) to vanish everywhere while its sum over the sites is 2. At a single site where both orbitals vanish they do coincide.

Degeneracy here means equal expectation values for every kernel `h`. The theorem does not say that the states are eigenstates of any particular Hamiltonian.

```lean
/-- The `M_S = 1` and `M_S = 0` triplet states built from one pair of orthonormal orbitals have
equal expectation values of every spin-free operator, equal densities and zero on-top pair
densities, but different spin densities. -/
theorem spin_density_distinguishes_triplet_components {f g : X → ℝ}
    (hfg : OrthonormalPair f g) :
    let T₁ := withSpin (pairOrbital (-1) f g) tripletOne
    let T₀ := withSpin (pairOrbital (-1) f g) tripletZero
    (∀ h, energy h T₁ = energy h T₀) ∧
    (∀ x, density T₁ x = f x ^ 2 + g x ^ 2 ∧ density T₀ x = f x ^ 2 + g x ^ 2) ∧
    (∀ x, onTop T₁ x = 0 ∧ onTop T₀ x = 0) ∧
    (∀ x, spinDensity T₁ x = f x ^ 2 + g x ^ 2 ∧ spinDensity T₀ x = 0) ∧
    spinDensity T₁ ≠ spinDensity T₀ := by
  intro T₁ T₀
  obtain ⟨n₁, n₀, -⟩ := spin_functions_normalised
  have s₁ : ∀ σ τ, tripletOne σ τ = tripletOne τ σ := by
    intro σ τ
    cases σ <;> cases τ <;> rfl
  have s₀ : ∀ σ τ, tripletZero σ τ = tripletZero τ σ := by
    intro σ τ
    cases σ <;> cases τ <;> rfl
  have d₁ := triplet_densities hfg s₁ n₁
  have d₀ := triplet_densities hfg s₀ n₀
  have p : ∀ x, spinDensity T₁ x = f x ^ 2 + g x ^ 2 ∧ spinDensity T₀ x = 0 := fun x =>
    ⟨(d₁ x).2.2.trans (by simp [tripletOne]), (d₀ x).2.2.trans (by simp [tripletZero])⟩
  refine ⟨fun h => (energy_withSpin h _ n₁).trans (energy_withSpin h _ n₀).symm,
    fun x => ⟨(d₁ x).1, (d₀ x).1⟩, fun x => ⟨(d₁ x).2.1, (d₀ x).2.1⟩, p, ?_⟩
  -- equal spin densities would force `f² + g²` to vanish, but it sums to two
  intro heq
  have hz : ∀ x, f x ^ 2 + g x ^ 2 = 0 := fun x =>
    (p x).1.symm.trans ((congrFun heq x).trans (p x).2)
  have hsum : ∑ x, (f x ^ 2 + g x ^ 2) = 0 := Finset.sum_eq_zero fun x _ => hz x
  rw [Finset.sum_add_distrib, hfg.norm_f, hfg.norm_g] at hsum
  norm_num at hsum
```

## The singlet from the same orbitals

Taking \(s=+1\) with the antisymmetric spin function gives the open-shell singlet. Its density is again \(f^2+g^2\) and its spin density is zero, exactly as for the \(M_S=0\) triplet. On the diagonal, however, \(A_{+1}(x,x)=\sqrt2\,f(x)g(x)\), so the on-top pair density is \(2\cdot2f^2g^2=4f^2g^2\). The on-top density thus separates singlet from triplet wherever both orbitals are nonzero, and fails to do so if they never overlap in space.

```lean
/-- The open-shell singlet built from two orthonormal orbitals has density `f² + g²`, zero spin
density, and on-top pair density `4 f² g²`. -/
theorem singlet_densities {f g : X → ℝ} (hfg : OrthonormalPair f g) (x : X) :
    density (withSpin (pairOrbital 1 f g) singlet) x = f x ^ 2 + g x ^ 2 ∧
    spinDensity (withSpin (pairOrbital 1 f g) singlet) x = 0 ∧
    onTop (withSpin (pairOrbital 1 f g) singlet) x = 4 * f x ^ 2 * g x ^ 2 := by
  have m := pairOrbital_marginal hfg (s := 1) (by norm_num) x
  have n := spin_functions_normalised.2.2
  refine ⟨?_, ?_, ?_⟩
  · simp only [density, sigmaDensity_withSpin, m]
    simp only [Fintype.sum_bool] at n ⊢
    linear_combination (f x ^ 2 + g x ^ 2) * n
  · simp only [spinDensity, sigmaDensity_withSpin, m, Fintype.sum_bool, singlet, norm_neg]
    ring
  · have e : pairOrbital 1 f g x x ^ 2 = 2 * f x ^ 2 * g x ^ 2 := by
      unfold pairOrbital
      rw [div_pow, Real.sq_sqrt (by norm_num)]
      ring
    simp only [onTop, withSpin, norm_mul, Complex.norm_real, Real.norm_eq_abs, mul_pow,
      sq_abs, e, ← Finset.mul_sum, n]
    ring
```

## Two sites, the smallest case

Two orthonormal real functions need at least two sites. On exactly two, \(f^2+g^2=1\) at each site. Since the on-top pair density also vanishes, both triplet components place one electron on each site, with spin density 1 per site for \(M_S=1\) and 0 for \(M_S=0\). The orbitals \((3/5,4/5)\) and \((-4/5,3/5)\) are an example that satisfies the hypothesis; their singlet has on-top pair density \(576/625\) at both sites.

```lean
/-- The orbitals `(3/5, 4/5)` and `(-4/5, 3/5)` on two sites are orthonormal. -/
theorem orthonormalPair_witness :
    OrthonormalPair (![3 / 5, 4 / 5] : Fin 2 → ℝ) ![-4 / 5, 3 / 5] := by
  constructor <;> norm_num [Fin.sum_univ_two]

end

end TripletOnTopDensity
```

```lean
#print axioms TripletOnTopDensity.triplet_antisymmetric_normalised
#print axioms TripletOnTopDensity.spin_density_distinguishes_triplet_components
#print axioms TripletOnTopDensity.singlet_densities
```

```
'TripletOnTopDensity.triplet_antisymmetric_normalised' depends on axioms: [propext, Classical.choice, Quot.sound]
'TripletOnTopDensity.spin_density_distinguishes_triplet_components' depends on axioms: [propext, Classical.choice, Quot.sound]
'TripletOnTopDensity.singlet_densities' depends on axioms: [propext, Classical.choice, Quot.sound]
```
